# Reordering exponentials of nilpotent excitations whose commutator commutes with both

Swapping two exponential factors in a coupled-cluster wave operator, say to bring a product of exponentials into a fixed order before working out amplitude equations, is free when the excitations commute. In open-shell theories with active orbitals they need not: an active orbital can be the target of one excitation and the source of another. For nilpotent $A$ and $B$ whose commutator $C = AB - BA$ commutes with both, the swap costs exactly one factor:

$$e^{A} e^{B} = e^{B} e^{A} e^{C}, \qquad e^{A} B\, e^{-A} = B + C .$$

Every exponential here is a finite sum. Each hypothesis is taken in turn below; the examples of failure are short calculations by hand, separate from the Lean file.

## Rational coefficients

The excitations are elements of a ring `R`, which may be a matrix algebra or an algebra of second-quantised operators. No basis, dimension or particle number is fixed.

```lean
import Mathlib

open IsNilpotent (exp)

namespace OpenShellExcitations

variable {R : Type*} [Ring R]
```

The commutator has the sign convention $AB - BA$.

```lean
/-- The commutator `AB - BA` of two excitation operators. -/
def comm (A B : R) : R := A * B - B * A
```

The hypothesis `[Algebra ℚ R]` allows division by nonzero integers, as any algebra over the real or complex numbers does. It gives meaning to the weights $1/k!$ in

$$e^X = \sum_{k<n} \frac{X^k}{k!} \quad\text{when } X^n = 0,$$

which is Mathlib's `IsNilpotent.exp`, written `exp` in the file. The proof that $C$ is nilpotent also divides by an integer. Over the field with two elements that conclusion fails: the $2\times 2$ matrix units $A = E_{12}$ and $B = E_{21}$ are nilpotent, yet $C = E_{11} - E_{22}$ is the identity, because $-1 = 1$.

## The commutator commutes with $A$

The condition $AC = CA$ says that $A$ and the combined excitation $C$ can be applied in either order with the same result; equivalently, the nested commutator $[A,[A,B]]$ vanishes. By hand, it is what lets $B$ move through a power of $A$:

$$A^{n+1}B = BA^{n+1} + (n+1)A^nC .$$

For $n=0$ this is the definition of $C$. If it holds for $n$, multiply by $A$ from the left and use $AB = BA + C$:

$$A^{n+2}B = (BA + C)A^{n+1} + (n+1)A^{n+1}C = BA^{n+2} + (n+2)A^{n+1}C .$$

The last equality moves $C$ past $A^{n+1}$. In Lean the hypothesis is `hAC`, and that move is the rewrite with `hAC.symm.pow_right`; `module` then collects the coefficients.

```lean
/-- Moving `B` to the left through a power of `A` produces one commutator for each factor
`A`, when the commutator commutes with `A`. -/
theorem pow_mul_eq [Algebra ℚ R] {A B : R} (hAC : Commute A (comm A B)) (n : ℕ) :
    A ^ (n + 1) * B = B * A ^ (n + 1) + ((n : ℚ) + 1) • (A ^ n * comm A B) := by
  induction n with
  | zero => simp [comm]
  | succ n ih =>
    have hAB : A * B = B * A + comm A B := by simp [comm]
    calc A ^ (n + 1 + 1) * B = A * (A ^ (n + 1) * B) := by
          rw [pow_succ' A (n + 1), mul_assoc]
      _ = A * B * A ^ (n + 1) + ((n : ℚ) + 1) • (A ^ (n + 1) * comm A B) := by
          rw [ih, mul_add, mul_smul_comm, ← mul_assoc, ← mul_assoc, ← pow_succ']
      _ = B * A ^ (n + 1 + 1) + (((n + 1 : ℕ) : ℚ) + 1) • (A ^ (n + 1) * comm A B) := by
          rw [hAB, add_mul, mul_assoc B, ← pow_succ', (hAC.symm.pow_right (n + 1)).eq]
          push_cast
          module
```

Without this hypothesis, higher nested commutators appear. In a two-level system with $A = |1\rangle\langle 0|$ and $B = |0\rangle\langle 1|$, one finds $[A,C] = -2A$ and $e^{A}Be^{-A} = B + C - A$. Here $C = |1\rangle\langle 1| - |0\rangle\langle 0|$ is not even nilpotent, although $A$ and $B$ are.

## The commutator commutes with $B$

The condition $BC = CB$ says the same of the other excitation. It is used here to show that $C$ is nilpotent, and later to show that $B+C$ is nilpotent and to split $e^{B+C}$.

Suppose $A^n = 0$. The claim is that $A^mC^k = 0$ whenever $m + k = n$, by induction on $k$. For $k=0$ it is the assumption. For the step, let $m + (k+1) = n$, so that $A^{m+1}C^k = 0$ is already known. Then

$$(m+1)A^mC^{k+1} = (A^{m+1}B - BA^{m+1})C^k = A^{m+1}C^kB - BA^{m+1}C^k = 0,$$

and division by $m+1$ gives the claim. Taking $m=0$ yields $C^n = 0$. The Lean statement `key` is this induction, with `hBC.pow_right k` moving $B$ past $C^k$.

```lean
/-- If `A` is nilpotent and the commutator of `A` and `B` commutes with both, then the
commutator is nilpotent. -/
theorem isNilpotent_comm [Algebra ℚ R] {A B : R} (hA : IsNilpotent A)
    (hAC : Commute A (comm A B)) (hBC : Commute B (comm A B)) :
    IsNilpotent (comm A B) := by
  obtain ⟨n, hn⟩ := hA
  -- each commutation with `B` trades one factor `A` for one factor of the commutator
  have key : ∀ k m : ℕ, m + k = n → A ^ m * comm A B ^ k = 0 := by
    intro k
    induction k with
    | zero =>
      intro m hm
      have hmn : m = n := by omega
      rw [hmn, hn, zero_mul]
    | succ k ih =>
      intro m hm
      have hq : (m : ℚ) + 1 ≠ 0 := by positivity
      have h : ((m : ℚ) + 1) • (A ^ m * comm A B ^ (k + 1)) = 0 := by
        calc ((m : ℚ) + 1) • (A ^ m * comm A B ^ (k + 1))
            = A ^ (m + 1) * B * comm A B ^ k - B * (A ^ (m + 1) * comm A B ^ k) := by
              rw [pow_mul_eq hAC m, add_mul, smul_mul_assoc, mul_assoc B,
                mul_assoc (A ^ m), ← pow_succ', add_sub_cancel_left]
          _ = A ^ (m + 1) * comm A B ^ k * B - B * (A ^ (m + 1) * comm A B ^ k) := by
              rw [mul_assoc (A ^ (m + 1)) B, (hBC.pow_right k).eq,
                ← mul_assoc (A ^ (m + 1)) (comm A B ^ k) B]
          _ = 0 := by rw [ih (m + 1) (by omega), zero_mul, mul_zero, sub_zero]
      rw [← inv_smul_smul₀ hq (A ^ m * comm A B ^ (k + 1)), h, smul_zero]
  exact ⟨n, by simpa using key n 0 (by omega)⟩
```

Without $BC = CB$ the reordering law can fail. Take levels 1 to 4 with $A = |2\rangle\langle 1|$ and $B = |3\rangle\langle 2| + |4\rangle\langle 3|$. Then $C = -|3\rangle\langle 1|$ commutes with $A$ but not with $B$, and

$$e^{A}e^{B} - e^{B}e^{A}e^{C} = \tfrac12 |4\rangle\langle 1| .$$

The similarity transform is unaffected, since it never uses this hypothesis.

## $A$ is nilpotent

An elementary excitation of electrons empties one or more spin orbitals and fills others, so applying it twice gives zero: the orbitals it would empty are already empty. `IsNilpotent A` asks only that some power of $A$ vanish. The sum of an excitation and its reverse fails this: $|a\rangle\langle i| + |i\rangle\langle a|$ returns an electron to its orbital after two steps. The hypothesis has already served to make $C$ nilpotent; it also makes $e^{A}$ a finite sum with inverse $e^{-A}$.

One auxiliary lemma is needed: whatever commutes with $A$ commutes with each term of $e^{A}$, and so with the sum.

```lean
/-- An operator that commutes with `A` commutes with the exponential of `A`. -/
theorem commute_exp [Algebra ℚ R] {A X : R} (h : Commute A X) : Commute (exp A) X := by
  unfold IsNilpotent.exp
  exact Commute.sum_left _ _ _ fun i _ => (h.pow_left i).smul_left _
```

Now let $S_m = \sum_{i<m} A^i/i!$. Dividing the power formula by $(j+1)!$ gives

$$\frac{A^{j+1}}{(j+1)!}B = B\frac{A^{j+1}}{(j+1)!} + \frac{A^j}{j!}C .$$

Summing over $j<m$ and adding the zeroth term, $B$ on both sides, gives

$$S_{m+1}B = BS_{m+1} + S_mC .$$

If $A^n = 0$, then $S_{n+1} = S_n = e^{A}$. Setting $m=n$, and using that $C$ commutes with $e^{A}$,

$$e^{A}B = Be^{A} + e^{A}C = (B+C)e^{A} .$$

In Lean, `key` proves the identity for the truncated sums by induction on `m`, with `hf` supplying the cancellation $(m+1)/(m+1)! = 1/m!$. The equations `h0` and `h1` identify both truncations with `exp A`.

```lean
/-- Moving `B` to the left through the wave operator `exp A` shifts it by the commutator of `A` and
`B`, when `A` is nilpotent and commutes with that commutator. -/
theorem exp_mul_eq [Algebra ℚ R] {A B : R} (hA : IsNilpotent A)
    (hAC : Commute A (comm A B)) : exp A * B = (B + comm A B) * exp A := by
  obtain ⟨n, hn⟩ := hA
  -- `S m` is the exponential series cut after `m` terms
  obtain ⟨S, hS⟩ : ∃ S : ℕ → R,
      S = fun m => ∑ i ∈ Finset.range m, ((i.factorial : ℚ)⁻¹) • A ^ i := ⟨_, rfl⟩
  have hsucc : ∀ m, S (m + 1) = S m + ((m.factorial : ℚ)⁻¹) • A ^ m := by
    intro m
    rw [hS]
    exact Finset.sum_range_succ _ m
  have key : ∀ m, S (m + 1) * B = B * S (m + 1) + S m * comm A B := by
    intro m
    induction m with
    | zero => simp [hS]
    | succ m ih =>
      have hf : (((m + 1).factorial : ℚ)⁻¹) * ((m : ℚ) + 1) = (m.factorial : ℚ)⁻¹ := by
        have h1 : (m.factorial : ℚ) ≠ 0 := Nat.cast_ne_zero.mpr (Nat.factorial_ne_zero m)
        have h2 : (m : ℚ) + 1 ≠ 0 := by positivity
        rw [Nat.factorial_succ]
        push_cast
        field_simp
      have hstep : S (m + 1 + 1) * B = B * S (m + 1) + S m * comm A B +
          ((((m + 1).factorial : ℚ)⁻¹) • (B * A ^ (m + 1)) +
            ((m.factorial : ℚ)⁻¹) • (A ^ m * comm A B)) := by
        rw [hsucc (m + 1), add_mul, smul_mul_assoc, ih, pow_mul_eq hAC m, smul_add,
          smul_smul, hf]
      rw [hstep, hsucc (m + 1), hsucc m]
      simp only [mul_add, add_mul, mul_smul_comm, smul_mul_assoc]
      abel
  have h0 : exp A = S n := by
    rw [hS]
    exact IsNilpotent.exp_eq_sum hn
  have h1 : exp A = S (n + 1) := by
    rw [hsucc, hn, smul_zero, add_zero, h0]
  have h := key n
  rw [← h1, ← h0] at h
  rw [h, add_mul, (commute_exp hAC).eq]
```

Multiplying by $e^{-A}$ from the right gives the similarity transform.

```lean
/-- The similarity transform of `B` by the wave operator `exp A` is `B` plus the commutator of `A`
and `B`, when `A` is nilpotent and commutes with that commutator. -/
theorem similarity_transform [Algebra ℚ R] {A B : R} (hA : IsNilpotent A)
    (hAC : Commute A (comm A B)) : exp A * B * exp (-A) = B + comm A B := by
  rw [exp_mul_eq hA hAC, mul_assoc, IsNilpotent.exp_mul_exp_neg_self hA, mul_one]
```

Without nilpotency of $A$ the finite sum is lost, and $C$ can fail to be nilpotent: bosonic ladder operators, neither of which is nilpotent, satisfy $aa^\dagger - a^\dagger a = 1$, which commutes with everything and is not nilpotent. For a non-nilpotent argument Mathlib's `exp` returns 0, so the Lean identities say nothing about convergent infinite series.

## $B$ is nilpotent

The similarity transform does not require nilpotency of $B$, which may be an orbital-energy operator $F = \sum_p \varepsilon_p n_p$, with $n_p$ the occupation number and $\varepsilon_p$ the energy of orbital $p$. If $A$ moves an electron from orbital $i$ to a different orbital $a$, then $[A,F] = (\varepsilon_i - \varepsilon_a)A$, which commutes with $A$.

The reordering law contains $e^{B}$, and for that `hB` makes $B$ nilpotent. Applying $e^{A}B = (B+C)e^{A}$ repeatedly gives $e^{A}B^i = (B+C)^ie^{A}$. Since $B$ and $C$ are commuting nilpotents, $B+C$ is nilpotent, and summing with weights $1/i!$ gives

$$e^{A}e^{B} = e^{B+C}e^{A} .$$

The binomial theorem for commuting $B$ and $C$ turns $(B+C)^N/N!$ into $\sum_{j+k=N} (B^j/j!)(C^k/k!)$, hence $e^{B+C} = e^{B}e^{C}$. Since $C$ commutes with $A$, the exponentials $e^{C}$ and $e^{A}$ commute, and

$$e^{A}e^{B} = e^{B}e^{C}e^{A} = e^{B}e^{A}e^{C} .$$

The proof follows this order. `SemiconjBy` expresses the relation $e^{A}B = (B+C)e^{A}$, and its `pow_right` carries it to powers. If $B^p = 0$ and $(B+C)^q = 0$, both exponentials can be cut at the common length $p+q$ and compared term by term. `IsNilpotent.exp_add_of_commute` does the splitting.

```lean
/-- Exchanging the order of the exponentials of two nilpotent excitations costs a factor `exp (AB -
BA)`, when the commutator commutes with both excitations. -/
theorem exp_mul_exp_reorder [Algebra ℚ R] {A B : R} (hA : IsNilpotent A)
    (hB : IsNilpotent B) (hAC : Commute A (comm A B)) (hBC : Commute B (comm A B)) :
    exp A * exp B = exp B * exp A * exp (comm A B) := by
  have hC := isNilpotent_comm hA hAC hBC
  have hs : SemiconjBy (exp A) B (B + comm A B) := exp_mul_eq hA hAC
  -- the shift of `B` carries over to every power of `B`, hence to its exponential
  have hshift : exp A * exp B = exp (B + comm A B) * exp A := by
    obtain ⟨p, hp⟩ := hB
    obtain ⟨q, hq⟩ := hBC.isNilpotent_add ⟨p, hp⟩ hC
    have hp' : B ^ (p + q) = 0 := by rw [pow_add, hp, zero_mul]
    have hq' : (B + comm A B) ^ (p + q) = 0 := by rw [pow_add, hq, mul_zero]
    rw [IsNilpotent.exp_eq_sum hp', IsNilpotent.exp_eq_sum hq', Finset.mul_sum,
      Finset.sum_mul]
    refine Finset.sum_congr rfl fun i _ => ?_
    rw [mul_smul_comm, smul_mul_assoc, (hs.pow_right i).eq]
  have hcomm : Commute (exp (comm A B)) (exp A) := commute_exp (commute_exp hAC).symm
  rw [hshift, IsNilpotent.exp_add_of_commute hBC hB hC, mul_assoc, hcomm.eq, ← mul_assoc]
```

If $B$ is not nilpotent, the intertwining of powers survives, but $e^{B}$ is no longer a finite sum.

## Amplitudes commute

Cluster amplitudes $s$ and $t$ are numbers multiplying the excitations. In Lean they come from any commutative ring `K` over which `R` is an algebra, for instance the complex numbers. Then

$$[sA, tB] = st\,AB - ts\,BA = st\,C,$$

where the second equality uses $ts = st$ (`mul_comm t s` in the proof). Scaling preserves nilpotency and the two commutation conditions, so the previous theorem applies to $sA$ and $tB$, with correction factor $e^{stC}$.

```lean
/-- With amplitudes `s` and `t` on two nilpotent excitations whose commutator commutes with both,
the reordering factor is the exponential of the commutator with amplitude `s * t`. -/
theorem exp_reorder_amplitudes [Algebra ℚ R] {K : Type*} [CommRing K] [Algebra K R]
    {A B : R} (hA : IsNilpotent A) (hB : IsNilpotent B) (hAC : Commute A (comm A B))
    (hBC : Commute B (comm A B)) (s t : K) :
    exp (s • A) * exp (t • B) = exp (t • B) * exp (s • A) * exp ((s * t) • comm A B) := by
  have hst : comm (s • A) (t • B) = (s * t) • comm A B := by
    unfold comm
    rw [smul_mul_smul_comm, smul_mul_smul_comm, mul_comm t s, smul_sub]
  have hnil : ∀ (r : K) {X : R}, IsNilpotent X → IsNilpotent (r • X) := by
    rintro r X ⟨n, hn⟩
    exact ⟨n, by rw [smul_pow, hn, smul_zero]⟩
  rw [← hst]
  apply exp_mul_exp_reorder (hnil s hA) (hnil t hB)
  · rw [hst]
    exact (hAC.smul_left s).smul_right _
  · rw [hst]
    exact (hBC.smul_left t).smul_right _
```

Anticommuting amplitudes, as in a Grassmann algebra, would spoil $ts = st$ and are not covered.

## One electron in three orbitals

An occupied, an active and a virtual orbital, written $|o\rangle$, $|a\rangle$ and $|v\rangle$, satisfy all the hypotheses with a nonzero commutator. In the matrices the column is the source orbital and the row the target, numbered 0, 1, 2 in that order. The operators are $A = |v\rangle\langle a|$, $B = |a\rangle\langle o|$ and $C = |v\rangle\langle o|$.

```lean
/-- One-electron excitation from the active to the virtual orbital, in the orbital order
occupied, active, virtual. -/
def actToVirt : Matrix (Fin 3) (Fin 3) ℂ := !![0, 0, 0; 0, 0, 0; 0, 1, 0]

/-- One-electron excitation from the occupied to the active orbital. -/
def occToAct : Matrix (Fin 3) (Fin 3) ℂ := !![0, 0, 0; 1, 0, 0; 0, 0, 0]

/-- One-electron excitation from the occupied to the virtual orbital. -/
def occToVirt : Matrix (Fin 3) (Fin 3) ℂ := !![0, 0, 0; 0, 0, 0; 1, 0, 0]
```

The theorem checks the products entry by entry. The entry in row 2, column 0 shows that $C \neq 0$.

```lean
/-- The excitations active to virtual and occupied to active are nilpotent, and their
commutator is the nonzero excitation occupied to virtual, which commutes with both. -/
theorem excitations_witness :
    IsNilpotent actToVirt ∧ IsNilpotent occToAct ∧
      comm actToVirt occToAct = occToVirt ∧ occToVirt ≠ 0 ∧
      Commute actToVirt occToVirt ∧ Commute occToAct occToVirt := by
  refine ⟨⟨2, ?_⟩, ⟨2, ?_⟩, ?_, ?_, ?_, ?_⟩
  · ext i j
    fin_cases i <;> fin_cases j <;>
      simp [actToVirt, pow_two, Matrix.mul_apply, Fin.sum_univ_succ]
  · ext i j
    fin_cases i <;> fin_cases j <;>
      simp [occToAct, pow_two, Matrix.mul_apply, Fin.sum_univ_succ]
  · ext i j
    fin_cases i <;> fin_cases j <;>
      simp [comm, actToVirt, occToAct, occToVirt]
  · intro h
    have h20 := congrFun (congrFun h 2) 0
    simp [occToVirt] at h20
  · show actToVirt * occToVirt = occToVirt * actToVirt
    ext i j
    fin_cases i <;> fin_cases j <;>
      simp [actToVirt, occToVirt, Matrix.mul_apply, Fin.sum_univ_succ]
  · show occToAct * occToVirt = occToVirt * occToAct
    ext i j
    fin_cases i <;> fin_cases j <;>
      simp [occToAct, occToVirt, Matrix.mul_apply, Fin.sum_univ_succ]

end OpenShellExcitations
```

With amplitudes $s = 0.2$ and $t = 0.3$, acting on $|o\rangle$,

$$e^{sA}e^{tB}|o\rangle = |o\rangle + 0.3\,|a\rangle + 0.06\,|v\rangle, \qquad e^{tB}e^{sA}|o\rangle = |o\rangle + 0.3\,|a\rangle .$$

The coefficient of $|o\rangle$ is kept at one, as in intermediate normalisation. The missing $0.06\,|v\rangle$ is what $e^{stC}$ restores, since $st = 0.06$.

The same numbers show that $e^{C/2}$ would be the wrong correction. The half belongs to the merged exponential: under the present hypotheses, $e^{A}e^{B} = e^{A+B+C/2}$. The opposite order gives $e^{A+B-C/2}$, so the two exponents differ by a full $C$. With the half, the virtual coefficient would come out as $0.03$.

```lean
#print axioms OpenShellExcitations.similarity_transform
#print axioms OpenShellExcitations.exp_reorder_amplitudes
```

```
'OpenShellExcitations.similarity_transform' depends on axioms: [propext, Classical.choice, Quot.sound]
'OpenShellExcitations.exp_reorder_amplitudes' depends on axioms: [propext, Classical.choice, Quot.sound]
```
